# Exact Coupling Through a Uniform Tight-Binding Bridge Below Its Band

For a uniform open tight-binding bridge at an energy below its band, an estimate of the electronic coupling that counts only the direct hopping path falls off too fast with bridge length, because it leaves out the paths that step back and forth. The Lean file below inverts the bridge matrix exactly, so all of these paths are included.

```lean
import Mathlib

open Real Matrix

namespace McConnellBridge

noncomputable section

/-- Hamiltonian of an open bridge of `N` sites with site energy `ε` and
nearest-neighbour hopping `-t`. -/
def chain (ε t : ℝ) (N : ℕ) : Matrix (Fin N) (Fin N) ℝ :=
  Matrix.of fun i j => (if (i : ℕ) = j then ε else 0)
    - (if (i : ℕ) + 1 = j then t else 0) - (if (j : ℕ) + 1 = i then t else 0)

/-- The bridge site next to the donor. -/
def firstSite {N : ℕ} (hN : 1 ≤ N) : Fin N := ⟨0, by omega⟩

/-- The bridge site next to the acceptor. -/
def lastSite {N : ℕ} (hN : 1 ≤ N) : Fin N := ⟨N - 1, by omega⟩

/-- Green function between sites `a` and `b`, counted from `1` to `N`, of a bridge with
hopping `-t` and decay constant `κ`; the domain is `t ≠ 0`, `κ ≠ 0`. -/
def green (t κ : ℝ) (N a b : ℕ) : ℝ :=
  sinh (((min a b : ℕ) : ℝ) * κ) * sinh (((N : ℝ) + 1 - ((max a b : ℕ) : ℝ)) * κ)
    / (t * sinh κ * sinh (((N : ℝ) + 1) * κ))

/-- Measuring energies from `E` shifts the site energy of the bridge by `-E`. -/
theorem chain_shift (ε E t : ℝ) (N : ℕ) :
    chain ε t N - E • (1 : Matrix (Fin N) (Fin N) ℝ) = chain (ε - E) t N := by
  ext i j
  by_cases h : i = j
  · subst h
    simp [chain]
  · simp [chain, h, Fin.val_inj]

/-- On a profile `g` that vanishes at the fictitious sites `0` and `N + 1`, the bridge
Hamiltonian acts as a three-term difference operator. -/
theorem chain_row (ε t : ℝ) {N : ℕ} (g : ℕ → ℝ) (h0 : g 0 = 0) (hN : g (N + 1) = 0)
    (i : ℕ) (hi : i < N) :
    ∑ k : Fin N, chain ε t N ⟨i, hi⟩ k * g (k + 1)
      = ε * g (i + 1) - t * g (i + 2) - t * g i := by
  have h1 : ∑ k : Fin N, chain ε t N ⟨i, hi⟩ k * g (k + 1)
      = ∑ k ∈ Finset.range N, ((if i = k then ε * g (k + 1) else 0)
        - (if i + 1 = k then t * g (k + 1) else 0)
        - (if k + 1 = i then t * g (k + 1) else 0)) := by
    rw [← Fin.sum_univ_eq_sum_range]
    refine Finset.sum_congr rfl fun k _ => ?_
    simp only [chain, Matrix.of_apply, sub_mul, ite_mul, zero_mul]
  -- the right neighbour, absent at the last site
  have h2 : (if i + 1 ∈ Finset.range N then t * g (i + 1 + 1) else 0) = t * g (i + 2) := by
    split_ifs with h
    · rfl
    · rw [Finset.mem_range] at h
      rw [show i + 2 = N + 1 by omega, hN, mul_zero]
  -- the left neighbour, absent at the first site
  have h3 : ∑ k ∈ Finset.range N, (if k + 1 = i then t * g (k + 1) else 0) = t * g i := by
    clear h1 h2
    cases i with
    | zero => simp [h0]
    | succ m =>
      rw [Finset.sum_eq_single m]
      · rw [if_pos rfl]
      · intro k _ hk
        rw [if_neg (by omega)]
      · intro h
        exact absurd (Finset.mem_range.2 (by omega)) h
  rw [h1, Finset.sum_sub_distrib, Finset.sum_sub_distrib, Finset.sum_ite_eq,
    Finset.sum_ite_eq, h2, h3, if_pos (Finset.mem_range.2 hi)]

/-- The Green function solves the difference equation of the bridge with a unit source. -/
theorem green_recursion {t κ : ℝ} (ht : 0 < t) (hκ : 0 < κ) (N i j : ℕ) :
    2 * t * cosh κ * green t κ N (i + 1) (j + 1) - t * green t κ N (i + 2) (j + 1)
      - t * green t κ N i (j + 1) = if i = j then 1 else 0 := by
  have hs : 0 < sinh κ := Real.sinh_pos_iff.2 hκ
  have hS : 0 < sinh (((N : ℝ) + 1) * κ) := Real.sinh_pos_iff.2 (by positivity)
  have step : ∀ x : ℝ, sinh (x + κ) = 2 * cosh κ * sinh x - sinh (x - κ) := by
    intro x
    rw [Real.sinh_add, Real.sinh_sub]
    ring
  unfold green
  rcases lt_trichotomy i j with h | h | h
  · rw [if_neg h.ne, min_eq_left (by omega : i + 1 ≤ j + 1),
      min_eq_left (by omega : i + 2 ≤ j + 1), min_eq_left (by omega : i ≤ j + 1),
      max_eq_right (by omega : i + 1 ≤ j + 1), max_eq_right (by omega : i + 2 ≤ j + 1),
      max_eq_right (by omega : i ≤ j + 1)]
    push_cast
    have e := step (((i : ℝ) + 1) * κ)
    rw [show ((i : ℝ) + 1) * κ + κ = ((i : ℝ) + 2) * κ by ring,
      show ((i : ℝ) + 1) * κ - κ = (i : ℝ) * κ by ring] at e
    rw [e]
    ring
  · subst h
    rw [if_pos rfl, min_self, max_self, min_eq_right (by omega : i + 1 ≤ i + 2),
      max_eq_left (by omega : i + 1 ≤ i + 2), min_eq_left (by omega : i ≤ i + 1),
      max_eq_right (by omega : i ≤ i + 1)]
    push_cast
    -- at the source the two branches combine to the Wronskian
    obtain ⟨x, hx⟩ : ∃ x, x = ((i : ℝ) + 1) * κ := ⟨_, rfl⟩
    obtain ⟨y, hy⟩ : ∃ y, y = ((N : ℝ) + 1 - ((i : ℝ) + 1)) * κ := ⟨_, rfl⟩
    rw [← hx, ← hy, show ((N : ℝ) + 1 - ((i : ℝ) + 2)) * κ = y - κ by rw [hy]; ring,
      show (i : ℝ) * κ = x - κ by rw [hx]; ring]
    have key : t * (2 * cosh κ * sinh x * sinh y - sinh x * sinh (y - κ)
        - sinh (x - κ) * sinh y) = t * sinh κ * sinh (((N : ℝ) + 1) * κ) := by
      rw [show ((N : ℝ) + 1) * κ = x + y by rw [hx, hy]; ring,
        Real.sinh_add, Real.sinh_sub, Real.sinh_sub]
      ring
    calc _ = t * (2 * cosh κ * sinh x * sinh y - sinh x * sinh (y - κ)
        - sinh (x - κ) * sinh y) / (t * sinh κ * sinh (((N : ℝ) + 1) * κ)) := by ring
      _ = 1 := by
        rw [key]
        exact div_self (by positivity)
  · rw [if_neg h.ne', min_eq_right (by omega : j + 1 ≤ i + 1),
      min_eq_right (by omega : j + 1 ≤ i + 2), min_eq_right (by omega : j + 1 ≤ i),
      max_eq_left (by omega : j + 1 ≤ i + 1), max_eq_left (by omega : j + 1 ≤ i + 2),
      max_eq_left (by omega : j + 1 ≤ i)]
    push_cast
    have e := step (((N : ℝ) + 1 - ((i : ℝ) + 1)) * κ)
    rw [show ((N : ℝ) + 1 - ((i : ℝ) + 1)) * κ + κ = ((N : ℝ) + 1 - i) * κ by ring,
      show ((N : ℝ) + 1 - ((i : ℝ) + 1)) * κ - κ = ((N : ℝ) + 1 - ((i : ℝ) + 2)) * κ by ring]
      at e
    rw [e]
    ring

/-- The bridge matrix with diagonal `2 t cosh κ` and off-diagonal `-t` is invertible, and
its inverse is the Green function between all pairs of sites. -/
theorem chain_inverse {t κ : ℝ} (ht : 0 < t) (hκ : 0 < κ) (N : ℕ) :
    IsUnit (chain (2 * t * cosh κ) t N) ∧
      (chain (2 * t * cosh κ) t N)⁻¹
        = Matrix.of fun i j : Fin N => green t κ N ((i : ℕ) + 1) ((j : ℕ) + 1) := by
  have h : chain (2 * t * cosh κ) t N *
      (Matrix.of fun i j : Fin N => green t κ N (i + 1) (j + 1)) = 1 := by
    ext i j
    have h0 : green t κ N 0 (j + 1) = 0 := by
      unfold green
      rw [min_eq_left (Nat.zero_le _)]
      simp
    have hN : green t κ N (N + 1) (j + 1) = 0 := by
      unfold green
      rw [max_eq_left (by omega : (j : ℕ) + 1 ≤ N + 1)]
      simp
    have hr := chain_row (2 * t * cosh κ) t (fun m => green t κ N m (j + 1)) h0 hN i i.isLt
    rw [Matrix.mul_apply, Matrix.one_apply]
    refine (hr.trans (green_recursion ht hκ N i j)).trans ?_
    by_cases hij : i = j
    · rw [if_pos hij, if_pos (congrArg Fin.val hij)]
    · rw [if_neg hij, if_neg (fun h => hij (Fin.ext h))]
  exact ⟨⟨⟨_, _, h, mul_eq_one_comm.1 h⟩, rfl⟩, Matrix.inv_eq_right_inv h⟩

/-- The matrix with diagonal `2 t cosh κ` and off-diagonal `-t` is invertible, and its inverse
connects the two ends by `sinh κ / (t sinh ((N + 1) κ))`. -/
theorem mcconnell_bridge {t κ : ℝ} (ht : 0 < t) (hκ : 0 < κ) {N : ℕ} (hN : 1 ≤ N) :
    IsUnit (chain (2 * t * cosh κ) t N) ∧
      (chain (2 * t * cosh κ) t N)⁻¹ (firstSite hN) (lastSite hN)
        = sinh κ / (t * sinh (((N : ℝ) + 1) * κ)) := by
  have hs : 0 < sinh κ := Real.sinh_pos_iff.2 hκ
  have hS : 0 < sinh (((N : ℝ) + 1) * κ) := Real.sinh_pos_iff.2 (by positivity)
  refine ⟨(chain_inverse ht hκ N).1, ?_⟩
  rw [(chain_inverse ht hκ N).2]
  change green t κ N (0 + 1) (N - 1 + 1) = _
  rw [Nat.sub_add_cancel hN, zero_add]
  unfold green
  rw [min_eq_left hN, max_eq_right hN, Nat.cast_one, one_mul,
    show ((N : ℝ) + 1 - N) * κ = κ by ring, div_eq_div_iff (by positivity) (by positivity)]
  ring

/-- The diagonal entry of the inverse at the first bridge site is
`sinh (N κ) / (t sinh ((N + 1) κ))`. -/
theorem end_site_entry {t κ : ℝ} (ht : 0 < t) (hκ : 0 < κ) {N : ℕ} (hN : 1 ≤ N) :
    (chain (2 * t * cosh κ) t N)⁻¹ (firstSite hN) (firstSite hN)
      = sinh (N * κ) / (t * sinh (((N : ℝ) + 1) * κ)) := by
  have hs : 0 < sinh κ := Real.sinh_pos_iff.2 hκ
  have hS : 0 < sinh (((N : ℝ) + 1) * κ) := Real.sinh_pos_iff.2 (by positivity)
  rw [(chain_inverse ht hκ N).2]
  change green t κ N (0 + 1) (0 + 1) = _
  rw [zero_add]
  unfold green
  rw [min_self, max_self, Nat.cast_one, one_mul, show ((N : ℝ) + 1 - 1) * κ = N * κ by ring,
    div_eq_div_iff (by positivity) (by positivity)]
  ring

/-- The end-to-end entry decays exponentially with the number of bridge sites: it lies
between two fixed positive multiples of `exp (-N κ)`. -/
theorem exponential_decay {t κ : ℝ} (ht : 0 < t) (hκ : 0 < κ) {N : ℕ} (hN : 1 ≤ N) :
    (1 - exp (-(2 * κ))) / t * exp (-(N * κ))
        ≤ (chain (2 * t * cosh κ) t N)⁻¹ (firstSite hN) (lastSite hN) ∧
      (chain (2 * t * cosh κ) t N)⁻¹ (firstSite hN) (lastSite hN) ≤ exp (-(N * κ)) / t := by
  rw [(mcconnell_bridge ht hκ hN).2]
  have hS : 0 < sinh (((N : ℝ) + 1) * κ) := Real.sinh_pos_iff.2 (by positivity)
  have hk : exp (-(N * κ)) * sinh (((N : ℝ) + 1) * κ)
      = (exp κ - exp (-((2 * N + 1) * κ))) / 2 := by
    have a : exp κ = exp (-(N * κ)) * exp (((N : ℝ) + 1) * κ) := by
      rw [← Real.exp_add]
      congr 1
      ring
    have b : exp (-((2 * N + 1) * κ)) = exp (-(N * κ)) * exp (-(((N : ℝ) + 1) * κ)) := by
      rw [← Real.exp_add]
      congr 1
      ring
    rw [Real.sinh_eq, a, b]
    ring
  have hq : exp (-((2 * N + 1) * κ)) ≤ exp (-κ) :=
    Real.exp_le_exp.2 (by nlinarith [mul_nonneg (Nat.cast_nonneg (α := ℝ) N) hκ.le])
  have hl : exp (-(2 * κ)) * exp κ = exp (-κ) := by
    rw [← Real.exp_add]
    congr 1
    ring
  have hr : 0 ≤ 1 - exp (-(2 * κ)) := sub_nonneg.2 (Real.exp_le_one_iff.2 (by linarith))
  constructor
  · have low : (1 - exp (-(2 * κ))) * (exp (-(N * κ)) * sinh (((N : ℝ) + 1) * κ))
        ≤ sinh κ := by
      rw [hk, Real.sinh_eq]
      nlinarith [mul_nonneg hr (Real.exp_pos (-((2 * N + 1) * κ))).le]
    rw [le_div_iff₀ (by positivity)]
    calc _ = (1 - exp (-(2 * κ))) * (exp (-(N * κ)) * sinh (((N : ℝ) + 1) * κ)) := by
          field_simp
      _ ≤ sinh κ := low
  · have up : sinh κ ≤ exp (-(N * κ)) * sinh (((N : ℝ) + 1) * κ) := by
      rw [hk, Real.sinh_eq]
      linarith
    rw [div_le_div_iff₀ (by positivity) ht]
    nlinarith [mul_le_mul_of_nonneg_right up ht.le]

/-- Eliminating the bridge amplitudes `b` from the stationary Schrödinger equation at energy
`E` leaves a donor equation with a shifted donor energy and the effective donor-acceptor
coupling `-vD vA sinh κ / (t sinh ((N + 1) κ))`. -/
theorem effective_coupling {t κ : ℝ} (ht : 0 < t) (hκ : 0 < κ) {N : ℕ} (hN : 1 ≤ N)
    {E εB εD vD vA cD cA : ℝ} {b : Fin N → ℝ} (hE : εB - E = 2 * t * cosh κ)
    (hB : chain εB t N *ᵥ b + Pi.single (firstSite hN) (vD * cD)
      + Pi.single (lastSite hN) (vA * cA) = E • b)
    (hD : εD * cD + vD * b (firstSite hN) = E * cD) :
    (εD - vD ^ 2 * (sinh (N * κ) / (t * sinh (((N : ℝ) + 1) * κ)))) * cD
      + -(vD * vA * (sinh κ / (t * sinh (((N : ℝ) + 1) * κ)))) * cA = E * cD := by
  have hM : chain (2 * t * cosh κ) t N *ᵥ b
      = -(Pi.single (firstSite hN) (vD * cD) + Pi.single (lastSite hN) (vA * cA)) := by
    rw [← hE, ← chain_shift, Matrix.sub_mulVec, Matrix.smul_mulVec, Matrix.one_mulVec, ← hB]
    abel
  have hsingle : ∀ (A : Matrix (Fin N) (Fin N) ℝ) (i j : Fin N) (x : ℝ),
      (A *ᵥ Pi.single j x) i = A i j * x := by
    intro A i j x
    simp [Matrix.mulVec, dotProduct, Pi.single_apply]
  -- solve for the bridge amplitudes with the inverse matrix
  have hinv : (chain (2 * t * cosh κ) t N)⁻¹ *ᵥ (chain (2 * t * cosh κ) t N *ᵥ b) = b := by
    rw [Matrix.mulVec_mulVec, Matrix.nonsing_inv_mul _
      ((Matrix.isUnit_iff_isUnit_det _).1 (chain_inverse ht hκ N).1), Matrix.one_mulVec]
  have hb := congrFun hinv (firstSite hN)
  rw [hM, Matrix.mulVec_neg, Matrix.mulVec_add, Pi.neg_apply, Pi.add_apply, hsingle, hsingle,
    end_site_entry ht hκ hN, (mcconnell_bridge ht hκ hN).2] at hb
  rw [← hb] at hD
  linear_combination hD

end

end McConnellBridge
```

```lean
#print axioms McConnellBridge.exponential_decay
#print axioms McConnellBridge.effective_coupling
```

```
'McConnellBridge.exponential_decay' depends on axioms: [propext, Classical.choice, Quot.sound]
'McConnellBridge.effective_coupling' depends on axioms: [propext, Classical.choice, Quot.sound]
```

## The bridge matrix and its inverse

The bridge has N sites in a row, one orbital per site, with site energy ε and hopping matrix element −t between neighbours. Its Hamiltonian H_B is `chain ε t N`, a real N × N matrix with ε on the diagonal, −t next to it and zeros elsewhere. The ends are open. Lean numbers rows and columns from 0 to N − 1, so `firstSite hN` has index 0 and `lastSite hN` has index N − 1; the hypothesis `hN : 1 ≤ N` ensures that these sites exist.

An electron tunnels at energy E. By `chain_shift`, H_B − E is again a chain matrix, with site energy ε − E. The decay constant κ > 0 enters through

ε − E = 2t cosh κ.

Since cosh κ > 1 and t > 0, this places E below ε − 2t, the lower edge of the band of a long chain. There the electron has no propagating state on the bridge, and its amplitude decays along it.

The theorem `mcconnell_bridge` says that for t > 0, κ > 0 and N ≥ 1 the matrix M = H_B − E is invertible (`IsUnit`), and that its first-to-last inverse entry is

(M⁻¹)_first,last = sinh κ / (t sinh((N+1)κ)).

For N = 1 this is 1/(2t cosh κ), the reciprocal of the single matrix element. The theorem `exponential_decay` encloses the same entry for every N ≥ 1:

(1 − e^(−2κ)) e^(−Nκ) / t ≤ (M⁻¹)_first,last ≤ e^(−Nκ) / t.

Both prefactors are positive and independent of N, so at fixed t and κ the entry decays as e^(−Nκ) for long bridges. The step from N to N + 1 sites multiplies it by sinh((N+1)κ)/sinh((N+2)κ), which is smaller than e^(−κ) and approaches it once Nκ is large.

McConnell's name usually goes with the lowest-order product formula, in which each added site contributes t/(ε − E) = 1/(2 cosh κ). That factor is smaller than the exact step factor for every N ≥ 1, which is the shortfall described at the start; this comparison is a side calculation, and the file treats only the exact entry.

## Why the Green function is the inverse

Let G(m, n) be the Lean function `green t κ N m n`, with sites now counted from 1 to N:

G(m, n) = sinh(min(m,n) κ) sinh((N+1−max(m,n)) κ) / (t sinh κ sinh((N+1)κ)).

Fix a column j and set g(m) = G(m, j+1). This profile vanishes at the fictitious sites m = 0 and m = N + 1. Row i of M therefore acts on it as

2t cosh κ g(i+1) − t g(i+2) − t g(i),

even at the ends, where a missing neighbour contributes zero. This is `chain_row`. Its proof splits the matrix row into the diagonal, right-neighbour and left-neighbour terms, and uses the two boundary zeros where a neighbour is absent.

The expression has to equal 1 for i = j and 0 otherwise. That is `green_recursion`, whose proof splits into the cases i < j, i = j and i > j.

Away from the source, only one of the two sinh factors varies with the row. The addition theorem gives

sinh(x+κ) + sinh(x−κ) = 2 cosh κ sinh x,

called `step` in the proof. With x = (i+1)κ for i < j, and x = (N−i)κ for i > j, the three terms cancel.

At the source, put x = (i+1)κ and y = (N−i)κ, so that x + y = (N+1)κ. The numerator is

t [2 cosh κ sinh x sinh y − sinh x sinh(y−κ) − sinh(x−κ) sinh y].

Expanding the two differences removes the terms with cosh κ and leaves

t sinh κ (sinh x cosh y + cosh x sinh y) = t sinh κ sinh((N+1)κ).

This is the denominator of G, so the quotient is 1. The identity is `key` in the Lean proof.

Hence M times the matrix of G is the identity. For square matrices a right inverse is also a left inverse, and `chain_inverse` concludes that M is invertible with

(M⁻¹)_ij = G(i+1, j+1).

No determinant has to be computed. Setting the two sites to 1 and N cancels one factor sinh κ and gives the end-to-end entry. Setting both to 1 gives the end-site entry proved in `end_site_entry`:

G(1, 1) = sinh(Nκ) / (t sinh((N+1)κ)).

## Two bounds from one identity

Write the hyperbolic sine in exponentials and define

R = e^(−Nκ) sinh((N+1)κ) = (e^κ − e^(−(2N+1)κ)) / 2.

Since (2N+1)κ ≥ κ, the subtracted exponential is at most e^(−κ), so

sinh κ = (e^κ − e^(−κ)) / 2 ≤ R.

Dividing by t sinh((N+1)κ) gives the upper bound. For the lower bound, drop the subtracted exponential:

(1 − e^(−2κ)) R ≤ (1 − e^(−2κ)) e^κ / 2 = sinh κ.

The same division finishes the argument. In Lean, `hk` is the formula for R, and `up` and `low` are the two inequalities.

## From bridge amplitudes to a donor–acceptor coupling

Now attach a donor to the first site with matrix element v_D and an acceptor to the last site with matrix element v_A, with no direct donor–acceptor element. Let c_D and c_A be their amplitudes, ε_D the donor energy, b the vector of bridge amplitudes, and e_first and e_last the unit vectors at the bridge ends. The bridge site energy is called `εB` in this theorem. The stationary Schrödinger equation on the bridge and on the donor reads

H_B b + v_D c_D e_first + v_A c_A e_last = E b,

ε_D c_D + v_D b_first = E c_D.

These are the hypotheses `hB` and `hD` of `effective_coupling`. Moving E b to the left in the first equation and applying M⁻¹ gives

b_first = −G(1,1) v_D c_D − G(1,N) v_A c_A.

Substitution into the donor equation yields

(ε_D − v_D² G(1,1)) c_D − v_D v_A G(1,N) c_A = E c_D.

The donor energy is shifted, and the effective coupling is

V_eff = −v_D v_A sinh κ / (t sinh((N+1)κ)).

The minus sign comes from moving the donor and acceptor terms to the right-hand side, M b = −(v_D c_D e_first + v_A c_A e_last), while the entry G(1,N) of M⁻¹ is positive. The Green function is often defined as (E − H_B)⁻¹ instead, which is −G; V_eff is the same in both conventions. The Lean proof follows the same route: `hM` isolates M b, `hinv` applies the inverse, and the last two lines substitute the first amplitude into the donor equation and rearrange it.

The elimination is exact at the given E, but κ, and with it the shift and the coupling, depends on E. Reading V_eff as a constant in a two-state model is a further approximation. The acceptor's own equation is neither assumed nor derived.

In nonadiabatic electron-transfer theory the rate contains V_eff², which for this non-interacting, uniform bridge at fixed tunnelling energy falls off as e^(−2κN) once Nκ is large. Site disorder, energies inside or above the band, orbital overlap and nuclear motion are not covered.

## Getting κ from the energies

The theorems take t and κ as given. If t, ε and E are known instead, set Δ = ε − E. The energy lies below the band of a long chain exactly when Δ > 2t, and then κ = arcosh(Δ/(2t)) is the only positive solution of Δ = 2t cosh κ. Here Δ is measured from the site energy; the distance from E to the band edge is Δ − 2t.
